# The cubic operator Jx⁴ + Jy⁴ + Jz⁴ does not split a spin-3/2 quartet

Put an ion with angular momentum $J=1$ at a site of octahedral symmetry, and let the surroundings act on it through $J_x^4+J_y^4+J_z^4$, with $\hbar=1$. Each component has eigenvalues $1,0,-1$, so $J_i^4=J_i^2$ for $i=x,y,z$, and

$$J_x^4+J_y^4+J_z^4=J_x^2+J_y^2+J_z^2=J(J+1)=2 .$$

All three states shift together, although $J_z^4$ alone separates $m=0$ from $m=\pm1$. The fourth powers reduce to squares, and the squares add up to a constant.

For $J=3/2$ the same mechanism works with a slightly longer reduction, and the constant is $123/16$. In a crystal-field model restricted to one isolated $J=3/2$ multiplet, this term therefore shifts the quartet without splitting it. That the surroundings of a real ion act within the multiplet as a constant plus a multiple of this operator is a physical assumption, which the matrices below do not supply.

```lean
import Mathlib

open Matrix
open Complex (I)

namespace CubicFieldQuartet

noncomputable section
```

## The matrices for spin 3/2 and spin 2

The off-diagonal elements follow from $\langle m+1|J_+|m\rangle=\sqrt{J(J+1)-m(m+1)}$, with $J_x=(J_++J_-)/2$ and $J_y=(J_+-J_-)/2i$. They contain $\sqrt3$ for spin 3/2 and $\sqrt6$ for spin 2, named `rt3` and `rt6`.

```lean
/-- The number √3, as a complex number. -/
def rt3 : ℂ := ((Real.sqrt 3 : ℝ) : ℂ)

/-- The number √6, as a complex number. -/
def rt6 : ℂ := ((Real.sqrt 6 : ℝ) : ℂ)
```

For spin 3/2 the basis is $m=3/2,1/2,-1/2,-3/2$. Lean numbers these states 0 to 3, and the text does the same. An operator on the quartet is a `Matrix (Fin 4) (Fin 4) ℂ`.

```lean
/-- The spin-3/2 matrix of Jx in the basis m = 3/2, 1/2, -1/2, -3/2, with ħ = 1. -/
def Jx : Matrix (Fin 4) (Fin 4) ℂ :=
  !![0, rt3 / 2, 0, 0; rt3 / 2, 0, 1, 0; 0, 1, 0, rt3 / 2; 0, 0, rt3 / 2, 0]

/-- The spin-3/2 matrix of Jy in the same basis. -/
def Jy : Matrix (Fin 4) (Fin 4) ℂ :=
  !![0, -I * rt3 / 2, 0, 0; I * rt3 / 2, 0, -I, 0;
     0, I, 0, -I * rt3 / 2; 0, 0, I * rt3 / 2, 0]

/-- The spin-3/2 matrix of Jz in the same basis. -/
def Jz : Matrix (Fin 4) (Fin 4) ℂ :=
  !![3 / 2, 0, 0, 0; 0, 1 / 2, 0, 0; 0, 0, -1 / 2, 0; 0, 0, 0, -3 / 2]
```

A spin 2 will serve for comparison. Its components are called `Kx`, `Ky`, `Kz` only to keep them apart from the spin-3/2 matrices; textbooks write $J$ for both.

```lean
/-- The spin-2 matrix of Jx in the basis m = 2, 1, 0, -1, -2, with ħ = 1. -/
def Kx : Matrix (Fin 5) (Fin 5) ℂ :=
  !![0, 1, 0, 0, 0; 1, 0, rt6 / 2, 0, 0; 0, rt6 / 2, 0, rt6 / 2, 0;
     0, 0, rt6 / 2, 0, 1; 0, 0, 0, 1, 0]

/-- The spin-2 matrix of Jy in the same basis. -/
def Ky : Matrix (Fin 5) (Fin 5) ℂ :=
  !![0, -I, 0, 0, 0; I, 0, -I * rt6 / 2, 0, 0; 0, I * rt6 / 2, 0, -I * rt6 / 2, 0;
     0, 0, I * rt6 / 2, 0, -I; 0, 0, 0, I, 0]

/-- The spin-2 matrix of Jz in the same basis. -/
def Kz : Matrix (Fin 5) (Fin 5) ℂ :=
  !![2, 0, 0, 0, 0; 0, 1, 0, 0, 0; 0, 0, 0, 0, 0; 0, 0, 0, -1, 0; 0, 0, 0, 0, -2]
```

The only facts needed about the roots are $\sqrt3\,\sqrt3=3$ and $\sqrt6\,\sqrt6=6$.

```lean
/-- The squares of √3 and √6 are 3 and 6. -/
theorem roots_mul_self : rt3 * rt3 = 3 ∧ rt6 * rt6 = 6 := by
  unfold rt3 rt6
  constructor <;> rw [← Complex.ofReal_mul, Real.mul_self_sqrt (by norm_num)] <;> norm_num
```

## Commutators and squares

The spin-3/2 matrices should satisfy $[J_x,J_y]=iJ_z$ and its cyclic partners. The off-diagonal entries of $J_xJ_y$ and $J_yJ_x$ agree and cancel. The diagonal of $J_xJ_y$ is $i\,(3/4,\,1/4,\,-1/4,\,-3/4)$ and that of $J_yJ_x$ is its negative, so the difference is $i\,(3/2,\,1/2,\,-1/2,\,-3/2)$. Since $J_z$ is diagonal,

$$[J_z,J_x]_{mm'}=(m-m')(J_x)_{mm'},\qquad [J_y,J_z]_{mm'}=(m'-m)(J_y)_{mm'} .$$

With $m-m'=\pm1$ on the nonzero entries, these are $iJ_y$ and $iJ_x$. Lean compares the matrices entry by entry (`ext`, `fin_cases`), and `grind` finishes with $\sqrt3\,\sqrt3=3$ and $i^2=-1$.

```lean
/-- The three spin-3/2 matrices obey the angular momentum commutation relations. -/
theorem spin_algebra :
    Jx * Jy - Jy * Jx = I • Jz ∧ Jy * Jz - Jz * Jy = I • Jx ∧
      Jz * Jx - Jx * Jz = I • Jy := by
  have hs := roots_mul_self.1
  have hI := Complex.I_mul_I
  refine ⟨?_, ?_, ?_⟩ <;> ext i j <;>
    simp only [Matrix.sub_apply, Matrix.smul_apply, Matrix.mul_apply, Fin.sum_univ_four] <;>
    fin_cases i <;> fin_cases j <;> simp [Jx, Jy, Jz] <;> grind
```

Squaring $J_x$ gives the diagonal entries $(\sqrt3/2)^2=3/4$ at the ends and $(\sqrt3/2)^2+1=7/4$ in the middle. Two steps along the chain connect state 0 with 2 and state 1 with 3, with amplitude $\sqrt3/2$. For $J_y$ the diagonal is the same and the two-step amplitude changes sign, because $(-i)^2=i^2=-1$. The square of $J_z$ is diagonal, with entries $9/4,1/4,1/4,9/4$.

```lean
/-- The squares of the three spin-3/2 matrices, written out. -/
theorem spin_squares :
    Jx ^ 2 = !![3 / 4, 0, rt3 / 2, 0; 0, 7 / 4, 0, rt3 / 2;
                rt3 / 2, 0, 7 / 4, 0; 0, rt3 / 2, 0, 3 / 4] ∧
    Jy ^ 2 = !![3 / 4, 0, -rt3 / 2, 0; 0, 7 / 4, 0, -rt3 / 2;
                -rt3 / 2, 0, 7 / 4, 0; 0, -rt3 / 2, 0, 3 / 4] ∧
    Jz ^ 2 = !![9 / 4, 0, 0, 0; 0, 1 / 4, 0, 0; 0, 0, 1 / 4, 0; 0, 0, 0, 9 / 4] := by
  have hs := roots_mul_self.1
  have hI := Complex.I_mul_I
  refine ⟨?_, ?_, ?_⟩ <;> rw [pow_two] <;> ext i j <;>
    simp only [Matrix.mul_apply, Fin.sum_univ_four] <;>
    fin_cases i <;> fin_cases j <;> simp [Jx, Jy, Jz] <;> grind
```

## From fourth powers to squares

Each square splits into two blocks, one on states 0 and 2 and one on states 1 and 3. For $J_x^2$ and $J_y^2$ the first block is

$$\begin{pmatrix}3/4&\pm\sqrt3/2\\ \pm\sqrt3/2&7/4\end{pmatrix},$$

and the second has its diagonal entries exchanged. The trace is $5/2$ and the determinant is $21/16-12/16=9/16$. The blocks of $J_z^2$, with diagonal entries $9/4$ and $1/4$, have the same trace and determinant. A $2\times2$ matrix $B$ obeys $B^2=(\operatorname{tr}B)B-\det B$, hence

$$J_i^4=\tfrac52J_i^2-\tfrac9{16},\qquad i=x,y,z .$$

Equivalently, $J_i^2$ has only the eigenvalues $9/4$ and $1/4$. Lean writes each fourth power as the square of the square and multiplies out the explicit matrices. The symbol `•` is multiplication by a number, and `1` is the identity matrix.

```lean
/-- For spin 3/2 the fourth power of each Cartesian component reduces to its square:
J⁴ = (5/2) J² - 9/16. -/
theorem quartic_reduction :
    Jx ^ 4 = (5 / 2 : ℂ) • Jx ^ 2 - (9 / 16 : ℂ) • 1 ∧
    Jy ^ 4 = (5 / 2 : ℂ) • Jy ^ 2 - (9 / 16 : ℂ) • 1 ∧
    Jz ^ 4 = (5 / 2 : ℂ) • Jz ^ 2 - (9 / 16 : ℂ) • 1 := by
  have hs := roots_mul_self.1
  obtain ⟨hx, hy, hz⟩ := spin_squares
  -- the fourth power is the square of the square
  rw [show Jx ^ 4 = Jx ^ 2 * Jx ^ 2 from pow_add Jx 2 2,
    show Jy ^ 4 = Jy ^ 2 * Jy ^ 2 from pow_add Jy 2 2,
    show Jz ^ 4 = Jz ^ 2 * Jz ^ 2 from pow_add Jz 2 2, hx, hy, hz]
  clear hx hy hz
  refine ⟨?_, ?_, ?_⟩ <;> ext i j <;>
    simp only [Matrix.sub_apply, Matrix.smul_apply, Matrix.mul_apply, Fin.sum_univ_four] <;>
    fin_cases i <;> fin_cases j <;> simp <;> grind
```

## The sum is a constant

The diagonal entries of $J_x^2+J_y^2+J_z^2$ are $3/4+3/4+9/4=15/4$ and $7/4+7/4+1/4=15/4$, and the off-diagonal entries cancel. Adding the three reductions gives

$$J_x^4+J_y^4+J_z^4=\tfrac52\cdot\tfrac{15}4-\tfrac{27}{16}=\tfrac{123}{16}.$$

In the proof `hJ` is the sum of squares, and `linear_combination` adds it with the factor $5/2$.

```lean
/-- The cubic operator Jx⁴ + Jy⁴ + Jz⁴ of a spin 3/2 is 123/16 times the identity. -/
theorem cubic_operator_scalar :
    Jx ^ 4 + Jy ^ 4 + Jz ^ 4 = (123 / 16 : ℂ) • (1 : Matrix (Fin 4) (Fin 4) ℂ) := by
  -- the total angular momentum: J(J+1) = 15/4
  have hJ : Jx ^ 2 + Jy ^ 2 + Jz ^ 2 = (15 / 4 : ℂ) • (1 : Matrix (Fin 4) (Fin 4) ℂ) := by
    obtain ⟨hx, hy, hz⟩ := spin_squares
    rw [hx, hy, hz]
    ext i j
    fin_cases i <;> fin_cases j <;> simp <;> grind
  obtain ⟨qx, qy, qz⟩ := quartic_reduction
  rw [qx, qy, qz]
  linear_combination (norm := module) (5 / 2 : ℂ) • hJ
```

## Unequal coefficients split the quartet

Consider $aJ_x^4+bJ_y^4+cJ_z^4$. For real $a,b,c$ this operator is Hermitian, and the quartet is unsplit exactly when it equals $E$ times the identity for some number $E$. The theorem below also allows complex coefficients, and there it decides only whether the operator is a multiple of the identity. After the reduction, entry $(0,2)$ must vanish:

$$\tfrac52\cdot\tfrac{\sqrt3}2(a-b)=0,\quad\text{so } a=b .$$

Entries $(0,0)$ and $(1,1)$ must agree. Their common constant drops out, leaving

$$\tfrac34(a+b)+\tfrac94c=\tfrac74(a+b)+\tfrac14c,\quad\text{so } 2c=a+b ,$$

and all three coefficients are equal. Conversely, equal coefficients give $E=123a/16$ by the previous result.

```lean
/-- The operator a Jx⁴ + b Jy⁴ + c Jz⁴ of a spin 3/2 is a multiple of the identity
exactly when the three coefficients are equal. -/
theorem quartic_scalar_iff (a b c : ℂ) :
    (∃ E : ℂ, a • Jx ^ 4 + b • Jy ^ 4 + c • Jz ^ 4 =
      E • (1 : Matrix (Fin 4) (Fin 4) ℂ)) ↔ a = b ∧ b = c := by
  constructor
  · rintro ⟨E, h⟩
    have hs := roots_mul_self.1
    obtain ⟨hx, hy, hz⟩ := spin_squares
    obtain ⟨qx, qy, qz⟩ := quartic_reduction
    rw [qx, qy, qz, hx, hy, hz] at h
    -- one off-diagonal entry compares a with b, two diagonal ones bring in c
    have h02 := congrFun (congrFun h 0) 2
    have h00 := congrFun (congrFun h 0) 0
    have h11 := congrFun (congrFun h 1) 1
    simp at h02 h00 h11
    have hab : a = b := by grind
    exact ⟨hab, by grind⟩
  · rintro ⟨rfl, rfl⟩
    refine ⟨a * (123 / 16), ?_⟩
    rw [← smul_add, ← smul_add, cubic_operator_scalar, smul_smul]
```

The choice $a=b=0$, $c=1$ shows that $a=b$ alone is not enough. Here $J_z^4$ has the value $81/16$ for $m=\pm3/2$ and $1/16$ for $m=\pm1/2$.

```lean
/-- For spin 3/2 the operator Jz⁴ alone is not a multiple of the identity. -/
theorem Jz_fourth_not_scalar :
    ¬ ∃ E : ℂ, Jz ^ 4 = E • (1 : Matrix (Fin 4) (Fin 4) ℂ) := by
  rintro ⟨E, h⟩
  have h' := (quartic_scalar_iff 0 0 1).1 ⟨E, by simpa using h⟩
  exact zero_ne_one h'.2
```

## The same operator splits a spin 2

For $J=2$ the squared eigenvalues of a component are $4,1,0$, and no linear relation between $J_i^4$ and $J_i^2$ fits all three. Write $|m\rangle$ for the basis states and $r=\sqrt6/2$, so $r^2=3/2$. With the upper sign for $K_x^2$ and the lower for $K_y^2$,

$$\begin{aligned}
|1\rangle&\mapsto\tfrac52|1\rangle\pm\tfrac32|{-1}\rangle, & |{-1}\rangle&\mapsto\tfrac52|{-1}\rangle\pm\tfrac32|1\rangle,\\
|0\rangle&\mapsto3|0\rangle\pm r(|2\rangle+|{-2}\rangle), & |{\pm2}\rangle&\mapsto|{\pm2}\rangle\pm r|0\rangle ,
\end{aligned}$$

where in the last rule the sign before $r$ is the one that distinguishes $x$ from $y$, for both states. Applying the squares again gives

$$\begin{aligned}
|1\rangle&\mapsto\tfrac{17}2|1\rangle\pm\tfrac{15}2|{-1}\rangle,\\
|0\rangle&\mapsto12|0\rangle\pm4r(|2\rangle+|{-2}\rangle).
\end{aligned}$$

In the sum over $x$ and $y$ the admixtures cancel. Since $K_z^4$ adds 1 and 0, the eigenvalues are $17+1=18$ for $m=1$ and $24$ for $m=0$.

The theorem states these two eigenvector equations, with `*ᵥ` for a matrix acting on a column vector; it does not give the full spectrum or the degeneracies. In the proof, `h4` turns a fourth power into four successive applications, and `ax`, `ay`, `az` give the action of each component on a general state.

```lean
/-- For spin 2 the cubic operator Jx⁴ + Jy⁴ + Jz⁴ has the states m = 1 and m = 0 as
eigenvectors, with the different eigenvalues 18 and 24. -/
theorem spin_two_splitting :
    (Kx ^ 4 + Ky ^ 4 + Kz ^ 4) *ᵥ ![0, 1, 0, 0, 0] = (18 : ℂ) • ![0, 1, 0, 0, 0] ∧
    (Kx ^ 4 + Ky ^ 4 + Kz ^ 4) *ᵥ ![0, 0, 1, 0, 0] = (24 : ℂ) • ![0, 0, 1, 0, 0] := by
  have hs := roots_mul_self.2
  have hI := Complex.I_mul_I
  -- a fourth power acts as four successive applications
  have h4 : ∀ (A : Matrix (Fin 5) (Fin 5) ℂ) (v : Fin 5 → ℂ),
      A ^ 4 *ᵥ v = A *ᵥ (A *ᵥ (A *ᵥ (A *ᵥ v))) := by
    intro A v
    rw [show A ^ 4 = A * (A * (A * A)) by noncomm_ring]
    simp only [← Matrix.mulVec_mulVec]
  -- the action of each component on a general state
  have ax : ∀ a b c d e : ℂ, Kx *ᵥ ![a, b, c, d, e] =
      ![b, a + rt6 / 2 * c, rt6 / 2 * (b + d), rt6 / 2 * c + e, d] := by
    intro a b c d e
    ext i
    fin_cases i <;> simp [Kx] <;> grind
  have ay : ∀ a b c d e : ℂ, Ky *ᵥ ![a, b, c, d, e] =
      ![-I * b, I * (a - rt6 / 2 * c), I * (rt6 / 2) * (b - d),
        I * (rt6 / 2 * c - e), I * d] := by
    intro a b c d e
    ext i
    fin_cases i <;> simp [Ky] <;> grind
  have az : ∀ a b c d e : ℂ, Kz *ᵥ ![a, b, c, d, e] = ![2 * a, b, 0, -d, -2 * e] := by
    intro a b c d e
    ext i
    fin_cases i <;> simp [Kz] <;> ring
  simp only [Matrix.add_mulVec, h4, ax, ay, az]
  clear h4 ax ay az
  constructor <;> ext i <;> fin_cases i <;> simp <;> grind

end

end CubicFieldQuartet
```

```lean
#print axioms CubicFieldQuartet.spin_algebra
-- 'CubicFieldQuartet.spin_algebra' depends on axioms: [propext, Classical.choice, Quot.sound]
#print axioms CubicFieldQuartet.Jz_fourth_not_scalar
-- 'CubicFieldQuartet.Jz_fourth_not_scalar' depends on axioms: [propext, Classical.choice, Quot.sound]
#print axioms CubicFieldQuartet.spin_two_splitting
-- 'CubicFieldQuartet.spin_two_splitting' depends on axioms: [propext, Classical.choice, Quot.sound]
```
